# A Dirac eigenvalue lies within $|s|\,\lVert w\rVert$ of the scaled ZORA energy $s$, for finite Hermitian matrices with $2c^2-W$ invertible

After a ZORA calculation has converged, I take each orbital energy $e$, divide it by $1+\lVert w\rVert^2$, where $w$ is the small component rebuilt from the orbital $u$, and report the quotient $s$ as the scaled energy. But $u$ was already normalised, and $e$ was already an eigenvalue of the ZORA Hamiltonian. What does the quotient have to do with the Dirac equation, and how far can it be from a Dirac eigenvalue?

## The scaled energy minimises the Dirac residual of $(u,w)$

The quotient is the best energy to assign to the four-component vector $(u,w)$, in the sense of leaving the smallest error in the Dirac equation. That error also bounds the distance from $s$ to some Dirac eigenvalue.

Let $V$ and $W$ be the Hermitian potential matrices for the large and small components, let $B$ represent $\sigma\cdot p$, and put $K=2c^2-W$, assumed invertible. The Dirac matrix and the ZORA equation are

$$D=\begin{pmatrix}V&cB^*\\ cB&W-2c^2\end{pmatrix},\qquad (V+c^2B^*K^{-1}B)u=eu,\qquad \lVert u\rVert=1.$$

Set $w=K^{-1}cBu$ and $\psi=(u,w)$. The upper row of $D\psi$ is $Vu+c^2B^*K^{-1}Bu=eu$. The lower row is $cBu-Kw=0$. Hence $D\psi=(eu,0)$, and for any real trial energy $t$

$$(D-t)\psi=\big((e-t)u,\,-tw\big),\qquad \lVert(D-t)\psi\rVert^2=(e-t)^2+t^2\lVert w\rVert^2 .$$

Write $N=1+\lVert w\rVert^2=\lVert\psi\rVert^2$ and $s=e/N$. Substituting $e=sN$ gives

$$(sN-t)^2+t^2(N-1)=N\,(t^2-2ts+s^2N)=N\big[(t-s)^2+s^2\lVert w\rVert^2\big].$$

The bracket is smallest at $t=s$ and nowhere else. There the residual has length $|s|\,\lVert w\rVert\,\lVert\psi\rVert$. So the division by $N$ normalises $\psi$, not $u$.

To reach an eigenvalue, expand $\psi$ in an orthonormal eigenbasis $b_i$ of $D$, with eigenvalues $\lambda_i$ and coefficients $a_i=b_i^*\psi$:

$$\lVert(D-s)\psi\rVert^2=\sum_i(\lambda_i-s)^2|a_i|^2 .$$

Let $r=|s|\,\lVert w\rVert$. If every $|\lambda_i-s|$ exceeded $r$, the sum would be larger than $r^2\sum_i|a_i|^2=r^2\lVert\psi\rVert^2$, because at least one $a_i$ is nonzero. That contradicts the value just found, so some $\lambda_i$ satisfies $|\lambda_i-s|\le r$.

## From orbital to interval

With $u$ and $e$ in hand, solve $Kw=cBu$, compute $\lVert w\rVert^2$, divide to get $s$, and multiply $|s|$ by $\lVert w\rVert$ to get the radius. For a fixed potential in a finite orthonormal basis, this turns a ZORA orbital energy into an interval that contains a Dirac eigenvalue. Many programs take the potential as a function $v$ of position and integrate $c^2/(2c^2-v)$ directly instead of inverting a matrix $K$; in a finite basis the two constructions generally differ, and the bound is for the matrix one.

An example with one function per component shows that the bound can be attained. Its numbers are chosen for the algebra and do not describe a physical atom, whose bound electrons have energies between $-2c^2$ and $0$ on this scale: take $c=1$, $V=-7$, $W=-1$, $B=3/2$. Then $K=3$, $e=-6.25$, $w=0.5$, $s=-5$, and the radius is $2.5$. The Dirac eigenvalues are $-7.5$ and $-2.5$, both exactly at the edge of the interval, so the radius cannot be reduced in general. Here the unscaled $e$ is closer to an eigenvalue than $s$ is: a smaller residual does not by itself mean a smaller energy error.

When $\lVert w\rVert$ is small, the interval is also wide compared with the correction that scaling makes. Since $e-s=s\lVert w\rVert^2$, it contains $e$ as well whenever $\lVert w\rVert\le1$.

## The matrices and the bound in Lean

```lean
import Mathlib

open Matrix
open scoped ComplexOrder

namespace ScaledZoraErrorBound

noncomputable section

/-- The Euclidean length of a complex vector. -/
def len {ι : Type*} [Fintype ι] (x : ι → ℂ) : ℝ := √(∑ i, ‖x i‖ ^ 2)

variable {n m : Type*} [Fintype n] [Fintype m] [DecidableEq m]

/-- The matrix `2c² - W` that ZORA inverts. -/
def gap (c : ℝ) (W : Matrix m m ℂ) : Matrix m m ℂ := ((2 * c ^ 2 : ℝ) : ℂ) • 1 - W

/-- The Dirac matrix with blocks `V`, `cB*`, `cB` and `W - 2c²`. -/
def dirac (c : ℝ) (V : Matrix n n ℂ) (W : Matrix m m ℂ) (B : Matrix m n ℂ) :
    Matrix (n ⊕ m) (n ⊕ m) ℂ :=
  fromBlocks V ((c : ℂ) • Bᴴ) ((c : ℂ) • B) (W - ((2 * c ^ 2 : ℝ) : ℂ) • 1)

/-- The ZORA Hamiltonian `V + c² B* (2c² - W)⁻¹ B`, for invertible `2c² - W`. -/
def zora (c : ℝ) (V : Matrix n n ℂ) (W : Matrix m m ℂ) (B : Matrix m n ℂ) : Matrix n n ℂ :=
  V + ((c : ℂ) * c) • (Bᴴ * ((gap c W)⁻¹ * B))

/-- The small component `w = (2c² - W)⁻¹ cBu` belonging to the large component `u`,
for invertible `2c² - W`. -/
def small (c : ℝ) (W : Matrix m m ℂ) (B : Matrix m n ℂ) (u : n → ℂ) : m → ℂ :=
  (gap c W)⁻¹ *ᵥ ((c : ℂ) • (B *ᵥ u))

/-- The four-component vector `(u, w)`, for invertible `2c² - W`. -/
def spinor (c : ℝ) (W : Matrix m m ℂ) (B : Matrix m n ℂ) (u : n → ℂ) : n ⊕ m → ℂ :=
  Sum.elim u (small c W B u)

/-- The scaled ZORA energy `s = e / (1 + ‖w‖²)`, for invertible `2c² - W`. -/
def scaledEnergy (c : ℝ) (W : Matrix m m ℂ) (B : Matrix m n ℂ) (u : n → ℂ) (e : ℝ) : ℝ :=
  e / (1 + len (small c W B u) ^ 2)

variable {c e : ℝ} {V : Matrix n n ℂ} {W : Matrix m m ℂ} {B : Matrix m n ℂ} {u : n → ℂ}

omit [DecidableEq m] in
private lemma len_nonneg (x : m → ℂ) : 0 ≤ len x := Real.sqrt_nonneg _

omit [DecidableEq m] in
private lemma len_sq (x : m → ℂ) : len x ^ 2 = ∑ i, ‖x i‖ ^ 2 :=
  Real.sq_sqrt (Finset.sum_nonneg fun _ _ => sq_nonneg _)

omit [DecidableEq m] in
private lemma len_smul_sq (a : ℝ) (x : m → ℂ) : len ((a : ℂ) • x) ^ 2 = a ^ 2 * len x ^ 2 := by
  simp only [len_sq, Finset.mul_sum, Pi.smul_apply, smul_eq_mul, norm_mul, Complex.norm_real,
    Real.norm_eq_abs, mul_pow, sq_abs]

omit [DecidableEq m] in
private lemma len_elim_sq (x : n → ℂ) (y : m → ℂ) :
    len (Sum.elim x y) ^ 2 = len x ^ 2 + len y ^ 2 := by
  simp only [len_sq, Fintype.sum_sum_type, Sum.elim_inl, Sum.elim_inr]

private lemma spinor_len_pos (c : ℝ) (W : Matrix m m ℂ) (B : Matrix m n ℂ) {u : n → ℂ}
    (hu : len u = 1) : 0 < len (spinor c W B u) ^ 2 := by
  rw [spinor, len_elim_sq, hu]; positivity

/-- If `2c² - W` is positive definite, it is invertible. -/
theorem gap_invertible_of_posDef (h : (gap c W).PosDef) : IsUnit (gap c W).det :=
  (Matrix.isUnit_iff_isUnit_det _).1 h.isUnit

/-- For invertible `2c² - W`, the Dirac matrix maps the four-component vector of a ZORA
eigenvector `u` with eigenvalue `e` to `(e u, 0)`. -/
theorem dirac_mulVec_spinor (hg : IsUnit (gap c W).det)
    (he : zora c V W B *ᵥ u = (e : ℂ) • u) :
    dirac c V W B *ᵥ spinor c W B u = Sum.elim ((e : ℂ) • u) 0 := by
  have hw : gap c W *ᵥ small c W B u = (c : ℂ) • (B *ᵥ u) := by
    rw [small, Matrix.mulVec_mulVec, Matrix.mul_nonsing_inv _ hg, Matrix.one_mulVec]
  have hneg : W - ((2 * c ^ 2 : ℝ) : ℂ) • (1 : Matrix m m ℂ) = -gap c W := by
    rw [gap, neg_sub]
  -- the upper row is the ZORA equation
  have h1 : V *ᵥ u + ((c : ℂ) • Bᴴ) *ᵥ small c W B u = (e : ℂ) • u := by
    rw [← he]
    simp only [zora, small, Matrix.add_mulVec, Matrix.smul_mulVec, Matrix.mulVec_smul,
      ← Matrix.mulVec_mulVec, smul_smul]
  -- the lower row vanishes by the choice of the small component
  have h2 : ((c : ℂ) • B) *ᵥ u + (W - ((2 * c ^ 2 : ℝ) : ℂ) • (1 : Matrix m m ℂ)) *ᵥ
      small c W B u = 0 := by
    rw [hneg, Matrix.neg_mulVec, hw, Matrix.smul_mulVec, add_neg_cancel]
  rw [dirac, spinor, Matrix.fromBlocks_mulVec, Sum.elim_comp_inl, Sum.elim_comp_inr, h1, h2]

/-- For a unit ZORA eigenvector and invertible `2c² - W`, the squared Dirac residual at any
real trial energy `t` is `((t - s)² + s²‖w‖²) ‖(u, w)‖²`, with `s` the scaled energy. -/
theorem residual_sq (hg : IsUnit (gap c W).det) (hu : len u = 1)
    (he : zora c V W B *ᵥ u = (e : ℂ) • u) (t : ℝ) :
    len (dirac c V W B *ᵥ spinor c W B u - (t : ℂ) • spinor c W B u) ^ 2 =
      ((t - scaledEnergy c W B u e) ^ 2 +
        scaledEnergy c W B u e ^ 2 * len (small c W B u) ^ 2) * len (spinor c W B u) ^ 2 := by
  have h : dirac c V W B *ᵥ spinor c W B u - (t : ℂ) • spinor c W B u =
      Sum.elim (((e - t : ℝ) : ℂ) • u) (((-t : ℝ) : ℂ) • small c W B u) := by
    rw [dirac_mulVec_spinor hg he]
    ext (i | i) <;> simp [spinor, sub_mul]
  rw [h, len_elim_sq, len_smul_sq, len_smul_sq, spinor, len_elim_sq, hu, scaledEnergy]
  have hN : 1 + len (small c W B u) ^ 2 ≠ 0 := by positivity
  field_simp
  ring

/-- For a unit ZORA eigenvector and invertible `2c² - W`, the scaled energy gives a strictly
smaller Dirac residual than any other real trial energy. -/
theorem scaledEnergy_optimal {t : ℝ} (hg : IsUnit (gap c W).det) (hu : len u = 1)
    (he : zora c V W B *ᵥ u = (e : ℂ) • u) (ht : t ≠ scaledEnergy c W B u e) :
    len (dirac c V W B *ᵥ spinor c W B u - (scaledEnergy c W B u e : ℂ) • spinor c W B u) <
      len (dirac c V W B *ᵥ spinor c W B u - (t : ℂ) • spinor c W B u) := by
  refine lt_of_pow_lt_pow_left₀ 2 (len_nonneg _) ?_
  rw [residual_sq hg hu he, residual_sq hg hu he]
  refine mul_lt_mul_of_pos_right ?_ (spinor_len_pos c W B hu)
  have h : 0 < (t - scaledEnergy c W B u e) ^ 2 :=
    lt_of_le_of_ne (sq_nonneg _) (pow_ne_zero 2 (sub_ne_zero.2 ht)).symm
  rw [sub_self]
  linarith

omit [DecidableEq m] in
/-- If a nonzero vector satisfies a Hermitian eigenvalue equation at real energy `s` up to a
residual of length at most `r ≥ 0` times its own, an eigenvalue lies within `r` of `s`. -/
theorem exists_eigenvalue_near {A : Matrix m m ℂ} (hA : A.IsHermitian) {ψ : m → ℂ}
    (hψ : ψ ≠ 0) {s r : ℝ} (hr : 0 ≤ r)
    (h : len (A *ᵥ ψ - (s : ℂ) • ψ) ^ 2 ≤ r ^ 2 * len ψ ^ 2) :
    ∃ E : ℝ, ∃ φ : m → ℂ, φ ≠ 0 ∧ A *ᵥ φ = (E : ℂ) • φ ∧ |E - s| ≤ r := by
  classical
  obtain ⟨b, lam, eig⟩ : ∃ (b : OrthonormalBasis m ℂ (EuclideanSpace ℂ m)) (lam : m → ℝ),
      ∀ i, A *ᵥ (b i).ofLp = (lam i : ℂ) • (b i).ofLp :=
    ⟨hA.eigenvectorBasis, hA.eigenvalues, fun i => by
      rw [hA.mulVec_eigenvectorBasis i]; ext j; simp⟩
  -- Parseval's identity in the eigenbasis
  have pars : ∀ x : m → ℂ, len x ^ 2 = ∑ i, ‖star (b i).ofLp ⬝ᵥ x‖ ^ 2 := by
    intro x
    have h2 := congrArg (fun y : ℝ => y ^ 2) (b.repr.norm_map (WithLp.toLp 2 x))
    simp only [EuclideanSpace.norm_sq_eq, b.repr_apply_apply,
      EuclideanSpace.inner_eq_star_dotProduct] at h2
    rw [len_sq]
    exact h2.symm.trans (Finset.sum_congr rfl fun i _ => by rw [dotProduct_comm])
  have coef : ∀ i, ‖star (b i).ofLp ⬝ᵥ (A *ᵥ ψ - (s : ℂ) • ψ)‖ ^ 2 =
      (lam i - s) ^ 2 * ‖star (b i).ofLp ⬝ᵥ ψ‖ ^ 2 := by
    intro i
    have h1 : star (b i).ofLp ᵥ* A = (lam i : ℂ) • star (b i).ofLp := by
      have h0 := congrArg star (eig i)
      rw [Matrix.star_mulVec, hA.eq] at h0
      rw [h0]; ext j; simp
    have h2 : star (b i).ofLp ⬝ᵥ (A *ᵥ ψ - (s : ℂ) • ψ) =
        ((lam i - s : ℝ) : ℂ) * (star (b i).ofLp ⬝ᵥ ψ) := by
      rw [dotProduct_sub, Matrix.dotProduct_mulVec, h1, smul_dotProduct, dotProduct_smul,
        smul_eq_mul, smul_eq_mul]
      push_cast; ring
    rw [h2, norm_mul, Complex.norm_real, Real.norm_eq_abs, mul_pow, sq_abs]
  by_contra hcon
  -- if every eigenvalue were farther than `r`, the residual would be too long
  have hgt : ∀ i, r ^ 2 < (lam i - s) ^ 2 := by
    intro i
    have hlt : r < |lam i - s| := by
      by_contra hle
      exact hcon ⟨lam i, (b i).ofLp, fun h0 => b.orthonormal.ne_zero i
        (PiLp.ext fun j => congrFun h0 j), eig i, not_lt.1 hle⟩
    rw [← sq_abs (lam i - s)]
    exact pow_lt_pow_left₀ hlt hr two_ne_zero
  obtain ⟨i, hi⟩ : ∃ i, star (b i).ofLp ⬝ᵥ ψ ≠ 0 := by
    by_contra hall
    have hz : len ψ ^ 2 = 0 := by
      rw [pars]
      refine Finset.sum_eq_zero fun i _ => ?_
      rw [not_not.1 (not_exists.1 hall i)]; simp
    obtain ⟨j, hj⟩ := Function.ne_iff.1 hψ
    rw [len_sq] at hz
    have hp : 0 < ∑ i, ‖ψ i‖ ^ 2 := Finset.sum_pos' (fun _ _ => sq_nonneg _)
      ⟨j, Finset.mem_univ j, pow_pos (norm_pos_iff.2 hj) 2⟩
    exact hp.ne' hz
  have hlt := Finset.sum_lt_sum
    (fun i (_ : i ∈ Finset.univ) => mul_le_mul_of_nonneg_right (hgt i).le
      (sq_nonneg ‖star (b i).ofLp ⬝ᵥ ψ‖))
    ⟨i, Finset.mem_univ i, mul_lt_mul_of_pos_right (hgt i) (pow_pos (norm_pos_iff.2 hi) 2)⟩
  rw [pars, pars ψ, Finset.mul_sum, Finset.sum_congr rfl fun i _ => coef i] at h
  exact absurd h (not_le_of_gt hlt)

/-- Let `V` and `W` be Hermitian, `2c² - W` invertible, and `u` a unit ZORA eigenvector with
small component `w` and scaled energy `s`. Then the Dirac matrix has an eigenvalue within
`|s| ‖w‖` of `s`. -/
theorem scaled_zora_error_bound (hV : V.IsHermitian) (hW : W.IsHermitian)
    (hg : IsUnit (gap c W).det) (hu : len u = 1) (he : zora c V W B *ᵥ u = (e : ℂ) • u) :
    ∃ E : ℝ, ∃ φ : n ⊕ m → ℂ, φ ≠ 0 ∧ dirac c V W B *ᵥ φ = (E : ℂ) • φ ∧
      |E - scaledEnergy c W B u e| ≤ |scaledEnergy c W B u e| * len (small c W B u) := by
  have hD : (dirac c V W B).IsHermitian :=
    Matrix.IsHermitian.fromBlocks hV (by simp [Matrix.conjTranspose_smul])
      (hW.sub (by simp [Matrix.IsHermitian, Matrix.conjTranspose_smul]))
  have hψ : spinor c W B u ≠ 0 := by
    intro h0
    have h1 := spinor_len_pos c W B hu
    rw [h0] at h1
    simp [len] at h1
  -- the residual at the scaled energy is exactly `|s| ‖w‖ ‖(u, w)‖`
  refine exists_eigenvalue_near hD hψ (mul_nonneg (abs_nonneg _) (len_nonneg _)) (le_of_eq ?_)
  rw [residual_sq hg hu he, mul_pow, sq_abs]
  ring

end

end ScaledZoraErrorBound
```

```lean
#print axioms ScaledZoraErrorBound.gap_invertible_of_posDef
#print axioms ScaledZoraErrorBound.scaledEnergy_optimal
#print axioms ScaledZoraErrorBound.scaled_zora_error_bound
```

```
'ScaledZoraErrorBound.gap_invertible_of_posDef' depends on axioms: [propext, Classical.choice, Quot.sound]
'ScaledZoraErrorBound.scaledEnergy_optimal' depends on axioms: [propext, Classical.choice, Quot.sound]
'ScaledZoraErrorBound.scaled_zora_error_bound' depends on axioms: [propext, Classical.choice, Quot.sound]
```

The index types `n` and `m` label the large- and small-component basis functions, so `B` may be rectangular, and `n ⊕ m` labels the full Dirac basis. `gap c W` is $K$, `small c W B u` is $w$, `spinor c W B u` is $\psi$, and `scaledEnergy c W B u e` is $s$. Vectors are plain functions, and `len` supplies their Euclidean length.

The theorem `scaled_zora_error_bound` says: if `V` and `W` are Hermitian, `gap c W` has an invertible determinant, `u` has length one, and `u` satisfies the ZORA equation with real `e`, then there are a real `E` and a nonzero `φ` with $D\varphi=E\varphi$ and $|E-s|\le|s|\,\lVert w\rVert$.

The definitions fix atomic units with electron mass one, energies measured from the electron's rest energy, and an orthonormal basis, since no overlap matrix appears. Invertibility of $K$ allows the small component to be eliminated at zero energy. Physically one expects more: a potential that stays below $2c^2$ makes $K$ positive definite, as an attractive nucleus does, and `gap_invertible_of_posDef` derives invertibility from that.

The potentials are given matrices, the same in the ZORA and Dirac problems. In density functional theory this means a frozen Kohn–Sham potential, so the change in the potential on going to a self-consistent Dirac calculation is left out. The theorem does not say which Dirac eigenvalue lies in the interval, whether it belongs to the electronic branch, or whether two ZORA orbitals lead to different ones. It gives no error estimate for the orbital, and none for the finite basis.

## From the two block rows to the eigenvalue

The short lemmas handle lengths. `len_nonneg` and `len_sq` give nonnegativity and the sum of squares, `len_smul_sq` takes out a real factor, and `len_elim_sq` adds the squared lengths of the two components. `spinor_len_pos` shows that $\psi$ has positive squared length, because $u$ has length one.

`dirac_mulVec_spinor` proves $D\psi=(eu,0)$. Its step `hw` is $Kw=cBu$, `h1` is the upper row and `h2` the lower one; `Matrix.fromBlocks_mulVec` then assembles them.

`residual_sq` is the formula for every trial energy $t$. The step `h` writes the residual as $((e-t)u,-tw)$, the length lemmas turn it into a sum of squares, and, with $s$ written out as $e/N$, `field_simp` followed by `ring` shows that the two sides agree. Neither `V` nor `W` has to be Hermitian here. `scaledEnergy_optimal` compares this formula at $s$ and at some $t\ne s$: the extra term $(t-s)^2$ is positive, and so is the common factor $\lVert\psi\rVert^2$.

`exists_eigenvalue_near` is the spectral step for any Hermitian matrix `A`. It takes an orthonormal eigenbasis `b` with eigenvalues `lam`. The step `pars` is Parseval's identity, and `coef` shows that each coefficient of the residual carries the factor $\lambda_i-s$. The proof then assumes that no eigenvalue lies within `r`. This gives `hgt`, the strict inequality $r^2<(\lambda_i-s)^2$ for every $i$. Since `ψ` is nonzero, some coefficient is nonzero, and `Finset.sum_lt_sum` makes the residual strictly longer than the hypothesis allows.

The final theorem checks that the Dirac matrix is Hermitian (`hD`) and that $\psi$ is nonzero (`hψ`), then applies the spectral step with $r=|s|\,\lVert w\rVert$. The required residual bound holds with equality, by `residual_sq` at $t=s$, which is why the call uses `le_of_eq`.
